# For distinct levels with convergent occupations, SP2 response entries tend to the sum-over-states formula

Second-order spectral projection (SP2) builds a density matrix by repeated use of two quadratic maps. Let $X_0$ be the starting matrix and $Y_0$ its first-order perturbation. At each step $n=0,1,2,\dots$ one of two branches is taken:

$$
(X_{n+1},Y_{n+1})=
\begin{cases}
(X_n^2,\;X_nY_n+Y_nX_n),\\
(2X_n-X_n^2,\;2Y_n-X_nY_n-Y_nX_n).
\end{cases}
$$

In Lean, `s : ℕ → Bool` records the branches, with `true` meaning the square. The iterates $X_n$ and $Y_n$ are `density s X n` and `response s X Y n`. Both are defined in an arbitrary ring, so they serve for matrices and for single numbers.

For a Hamiltonian $H$ with spectral bounds $\varepsilon_{\min}<\varepsilon_{\max}$, a usual start is $X_0=(\varepsilon_{\max}-H)/(\varepsilon_{\max}-\varepsilon_{\min})$. With the bounds held fixed, a perturbation $H'$ gives $Y_0=-H'/(\varepsilon_{\max}-\varepsilon_{\min})$. The theorems start from $X_0$ and $Y_0$, and this scaling is not part of them.

```lean
import Mathlib

open Matrix Filter Topology

namespace SP2Response

/-- The SP2 iterate `X_n` started from `X`: step `n` replaces the current iterate `D` by `D ^ 2`
if `s n` is true and by `2 * D - D ^ 2` otherwise. -/
def density {A : Type*} [Ring A] (s : ℕ → Bool) (X : A) : ℕ → A
  | 0 => X
  | n + 1 =>
    if s n then density s X n ^ 2
    else 2 * density s X n - density s X n ^ 2

/-- The response iterate `Y_n` started from the perturbation `Y`, propagated alongside the
SP2 iterates of `X` by the linearised step. -/
def response {A : Type*} [Ring A] (s : ℕ → Bool) (X Y : A) : ℕ → A
  | 0 => Y
  | n + 1 =>
    if s n then density s X n * response s X Y n + response s X Y n * density s X n
    else 2 * response s X Y n - density s X n * response s X Y n
      - response s X Y n * density s X n
```

## Both recursions share one starting matrix

The matrices $X_n$ that drive the response are the SP2 iterates of $X_0$ itself. Physically, the response is propagated along the unperturbed purification. The perturbation $Y_0$ is arbitrary and need not commute with $X_0$.

By hand, each $X_n$ is a polynomial in $X_0$, so $[X_0,X_n]=0$. This gives

$$[X_0,Y_n]=[X_n,Y_0]$$

by induction. At $n=0$ both sides are $[X_0,Y_0]$. If the identity holds at $n$, the squaring branch gives

$$
\begin{aligned}
[X_0,X_nY_n+Y_nX_n]
&=X_n[X_0,Y_n]+[X_0,Y_n]X_n\\
&=X_n[X_n,Y_0]+[X_n,Y_0]X_n=[X_n^2,Y_0].
\end{aligned}
$$

The other branch subtracts this from $2[X_0,Y_n]=[2X_n,Y_0]$, leaving $[2X_n-X_n^2,Y_0]$.

`density_comm` proves the commutation, and `response_commutator` carries out the induction. In its `linear_combination` calls, the old identity `ih` is multiplied by $X_n$ from the left and from the right, while the terms with `hc` move $X_0$ past $X_n$.

If the driving matrices did not commute with $X_0$, as can happen after small entries are discarded, the squaring branch would acquire the extra terms $[X_0,X_n]Y_n+Y_n[X_0,X_n]$.

```lean
/-- Every SP2 iterate commutes with the starting matrix. -/
theorem density_comm {A : Type*} [Ring A] (s : ℕ → Bool) (X : A) (n : ℕ) :
    X * density s X n = density s X n * X := by
  induction n with
  | zero => rfl
  | succ n ih =>
    cases hs : s n <;>
      simp only [density, hs, pow_two, Bool.false_eq_true, ↓reduceIte]
    · linear_combination (norm := noncomm_ring)
        ih + ih - ih * density s X n - density s X n * ih
    · linear_combination (norm := noncomm_ring)
        ih * density s X n + density s X n * ih

/-- The commutator of the starting matrix with the response iterate equals the commutator of
the SP2 iterate with the initial perturbation: `[X₀, Y_n] = [X_n, Y₀]`. -/
theorem response_commutator {A : Type*} [Ring A] (s : ℕ → Bool) (X Y : A) (n : ℕ) :
    X * response s X Y n - response s X Y n * X
      = density s X n * Y - Y * density s X n := by
  induction n with
  | zero => rfl
  | succ n ih =>
    have hc := density_comm s X n
    -- both branches follow from the anticommutator of the old identity with `X_n`
    cases hs : s n <;>
      simp only [density, response, hs, pow_two, Bool.false_eq_true, ↓reduceIte]
    · linear_combination (norm := noncomm_ring)
        ih + ih - density s X n * ih - ih * density s X n
          - hc * response s X Y n - response s X Y n * hc
    · linear_combination (norm := noncomm_ring)
        density s X n * ih + ih * density s X n
          + hc * response s X Y n + response s X Y n * hc
```

## The branch sequence stays fixed under the perturbation

In a calculation the branch is often chosen from the trace of $X_n$. Here `s` is any given sequence, so it may be the record of such a run, but it does not change when the perturbation is switched on.

This is what makes $Y_n$ a derivative. Write $X_n(t)$ for the iterate started from $X_0+tY_0$. If $X_n(t)=X_n+tY_n+o(t)$, then

$$X_n(t)^2=X_n^2+t(X_nY_n+Y_nX_n)+o(t),$$

and the other branch follows by subtraction from $2X_n(t)$. `response_hasDerivAt` states this at $t=0$ in a real normed algebra, which includes finite matrices with a submultiplicative norm. Its proof is the product rule with the order of the factors kept.

If the branches were allowed to depend on $t$, the derivative could fail to exist where the selection rule switches. The algebraic identities would still hold for the recorded sequence, since they make no use of the derivative.

```lean
/-- In a real normed algebra, the response iterate is the first-order change of the SP2 iterate
when the starting point is perturbed to `X + t Y` with the step sequence held fixed. -/
theorem response_hasDerivAt {A : Type*} [NormedRing A] [NormedAlgebra ℝ A]
    (s : ℕ → Bool) (X Y : A) (n : ℕ) :
    HasDerivAt (fun t : ℝ => density s (X + t • Y) n) (response s X Y n) 0 := by
  induction n with
  | zero =>
    have h : HasDerivAt (fun t : ℝ => X + t • Y) ((1 : ℝ) • Y) 0 :=
      ((hasDerivAt_id' (0 : ℝ)).smul_const Y).const_add X
    rw [one_smul] at h
    exact h
  | succ n ih =>
    -- the product rule, keeping the order of the factors
    have hm := ih.fun_mul ih
    simp only [zero_smul, add_zero] at hm
    cases hs : s n <;>
      simp only [density, response, hs, pow_two, Bool.false_eq_true, ↓reduceIte]
    · exact ((ih.const_mul (2 : A)).fun_sub hm).congr_deriv (by abel)
    · exact hm.congr_deriv (by abel)
```

## The starting matrix is diagonal

Taking $X_0=\mathrm{diag}(x_i)$ means working in the eigenbasis of the unperturbed problem, with $x_i$ the scaled level. The index type `ι` is finite, so the basis is finite too. Neither $0\le x_i\le1$ nor hermiticity of $Y_0$ is assumed.

Squares, sums and differences of diagonal matrices are diagonal, so each level evolves by the scalar recursion. Write $d_n(x)$ for that scalar iterate, `density s x n`. Then $(X_n)_{ii}=d_n(x_i)$, and the $(i,j)$ entry of the commutator identity is

$$(x_i-x_j)(Y_n)_{ij}=\bigl((X_n)_{ii}-(X_n)_{jj}\bigr)(Y_0)_{ij}.$$

`density_diagonal` proves the first fact by induction. `response_divided_difference` takes the entry, over any commutative ring and for every $n$, $i$ and $j$.

For a start that is not diagonal, the commutator identity remains true, but its entries no longer separate into single levels.

```lean
variable {ι : Type*} [Fintype ι] [DecidableEq ι]

/-- Started from a diagonal matrix, SP2 stays diagonal and acts on each level separately. -/
theorem density_diagonal {R : Type*} [CommRing R] (s : ℕ → Bool) (x : ι → R) (n : ℕ) :
    density s (diagonal x) n = diagonal (fun i => density s (x i) n) := by
  induction n with
  | zero => rfl
  | succ n ih =>
    cases hs : s n <;>
      simp only [density, hs, ih, pow_two, two_mul, Bool.false_eq_true, ↓reduceIte,
        diagonal_mul_diagonal, diagonal_add, diagonal_sub]

/-- After any number of SP2 steps from a diagonal start, the level difference times the response
entry equals the difference of the current diagonal entries times the perturbation entry. -/
theorem response_divided_difference {R : Type*} [CommRing R] (s : ℕ → Bool) (x : ι → R)
    (Y : Matrix ι ι R) (n : ℕ) (i j : ι) :
    (x i - x j) * response s (diagonal x) Y n i j
      = (density s (diagonal x) n i i - density s (diagonal x) n j j) * Y i j := by
  -- the `(i, j)` entry of the commutator identity
  have h := congrArg (fun M : Matrix ι ι R => M i j)
    (response_commutator s (diagonal x) Y n)
  simp only [density_diagonal, Matrix.sub_apply, diagonal_mul, mul_diagonal] at h
  simp only [density_diagonal, diagonal_apply_eq]
  linear_combination h
```

## The two levels are distinct

The hypothesis `hij : x i ≠ x j` says that the pair is non-degenerate. By hand it is used once, to divide the last identity by $x_i-x_j$:

$$(Y_n)_{ij}=\frac{(X_n)_{ii}-(X_n)_{jj}}{x_i-x_j}\,(Y_0)_{ij}.$$

In Lean the same division is made with `eq_div_iff`, in the proofs of both `response_tendsto` and `response_error_le`.

When $x_i=x_j$, including $i=j$, the identity reads $0=0$ and says nothing about $(Y_n)_{ij}$. The recursion itself still does. Since $(X_n)_{ii}=(X_n)_{jj}=d_n(x_i)$, each step multiplies the entry by $2d_n(x_i)$ or by $2-2d_n(x_i)$. A single level with unit perturbation obeys the same rule, so

$$(Y_n)_{ij}=r_n(x_i)\,(Y_0)_{ij},$$

where $r_n(x)$ is `response s x 1 n` and $r_0(x)=1$. This is `response_degenerate`, proved by induction on $n$.

Such an entry need not converge even when the occupation does. With $x_i=x_j=1$ and squaring at every step, the occupation stays at $1$ while the factor is $r_n(1)=2^n$.

```lean
/-- For a diagonal start, the response entry between two equal levels is the perturbation entry
times the scalar response of that level to a unit perturbation. -/
theorem response_degenerate {R : Type*} [CommRing R] (s : ℕ → Bool) (x : ι → R)
    (Y : Matrix ι ι R) (n : ℕ) {i j : ι} (hij : x i = x j) :
    response s (diagonal x) Y n i j = response s (x i) 1 n * Y i j := by
  induction n with
  | zero => simp [response]
  | succ n ih =>
    cases hs : s n <;>
      simp only [response, hs, density_diagonal, two_mul, Bool.false_eq_true, ↓reduceIte,
        Matrix.add_apply, Matrix.sub_apply, diagonal_mul, mul_diagonal, ih, ← hij] <;>
      ring
```

## The two occupations converge

The hypotheses `hi` and `hj` say that $(X_n)_{ii}\to o_i$ and $(X_n)_{jj}\to o_j$, that is, that purification has settled for these two levels. Nothing is asked of the others. Letting $n\to\infty$ in the divided formula gives

$$(Y_n)_{ij}\longrightarrow\frac{(o_i-o_j)(Y_0)_{ij}}{x_i-x_j}.$$

`response_tendsto` states this over the real or complex numbers (`RCLike 𝕜`). The step `key` is the divided formula, and the last line combines the limits of a difference, a product with a constant and a quotient by a constant.

In the scaling described at the start, the common factor cancels and the limit is $(o_i-o_j)H'_{ij}/(\varepsilon_i-\varepsilon_j)$, where $\varepsilon_i$ are the eigenvalues of $H$ and $H'_{ij}$ is taken in its eigenbasis. If $o_i$ and $o_j$ are the occupations of the unperturbed ground state, then for a given, non-self-consistent perturbation in a finite orthonormal basis this is the sum-over-states entry of the first-order density matrix, so the recursion reaches it without an explicit sum over states.

Convergence is assumed because an arbitrary branch sequence does not ensure it. If squaring alternates with the other branch, starting with squaring, the level $x=(\sqrt5-1)/2\approx0.618$ goes to $x^2\approx0.382$ and back again, forever. When a limit $o$ does exist, one branch occurs infinitely often, so $o=o^2$ or $o=2o-o^2$; either way $o$ is $0$ or $1$. These remarks on cycles and limits are elementary arguments given here only in prose.

Without convergence there is still an estimate at each finite $n$. For any target values $o_i$ and $o_j$, subtracting the target from the divided formula gives

$$
(Y_n)_{ij}-\frac{(o_i-o_j)(Y_0)_{ij}}{x_i-x_j}
=\frac{\bigl((X_n)_{ii}-o_i\bigr)-\bigl((X_n)_{jj}-o_j\bigr)}{x_i-x_j}\,(Y_0)_{ij}.
$$

Taking absolute values and using the triangle inequality,

$$
\left|(Y_n)_{ij}-\frac{(o_i-o_j)(Y_0)_{ij}}{x_i-x_j}\right|
\le\frac{|(X_n)_{ii}-o_i|+|(X_n)_{jj}-o_j|}{|x_i-x_j|}\,|(Y_0)_{ij}|.
$$

`response_error_le` follows these two steps: its `key` is the equality, and `norm_sub_le` is the triangle inequality. For a fixed perturbation entry, a small level distance weakens the bound. The actual error can be much smaller, because the equality contains the difference of the two occupation errors, and these may nearly cancel. The bound concerns the ideal recursion and does not include rounding or truncation.

```lean
/-- For a diagonal start, if the diagonal entries of the SP2 iterates at two distinct levels
converge to `oi` and `oj`, the response entry converges to the perturbation entry times the ratio of
the occupation difference `oi - oj` to the level difference. -/
theorem response_tendsto {𝕜 : Type*} [RCLike 𝕜] (s : ℕ → Bool) (x : ι → 𝕜)
    (Y : Matrix ι ι 𝕜) {i j : ι} (hij : x i ≠ x j) {oi oj : 𝕜}
    (hi : Tendsto (fun n => density s (diagonal x) n i i) atTop (𝓝 oi))
    (hj : Tendsto (fun n => density s (diagonal x) n j j) atTop (𝓝 oj)) :
    Tendsto (fun n => response s (diagonal x) Y n i j) atTop
      (𝓝 ((oi - oj) * Y i j / (x i - x j))) := by
  have key : ∀ n, response s (diagonal x) Y n i j
      = (density s (diagonal x) n i i - density s (diagonal x) n j j) * Y i j
        / (x i - x j) := fun n => by
    rw [eq_div_iff (sub_ne_zero.2 hij), mul_comm]
    exact response_divided_difference s x Y n i j
  simp only [key]
  exact ((hi.sub hj).mul_const _).div_const _

/-- For a diagonal start, two distinct levels and any target occupations `oi` and `oj`, the response
entry after `n` steps differs from `(oi - oj) * Y i j / (x i - x j)` by at most the sum of the two
occupation errors, times the size of the perturbation entry, divided by the level distance. -/
theorem response_error_le {𝕜 : Type*} [RCLike 𝕜] (s : ℕ → Bool) (x : ι → 𝕜)
    (Y : Matrix ι ι 𝕜) (n : ℕ) {i j : ι} (hij : x i ≠ x j) (oi oj : 𝕜) :
    ‖response s (diagonal x) Y n i j - (oi - oj) * Y i j / (x i - x j)‖
      ≤ (‖density s (diagonal x) n i i - oi‖ + ‖density s (diagonal x) n j j - oj‖)
        * ‖Y i j‖ / ‖x i - x j‖ := by
  have hx := sub_ne_zero.2 hij
  -- the response error is the divided difference of the occupation errors
  have key : response s (diagonal x) Y n i j - (oi - oj) * Y i j / (x i - x j)
      = ((density s (diagonal x) n i i - oi) - (density s (diagonal x) n j j - oj)) * Y i j
        / (x i - x j) := by
    rw [eq_div_iff hx, sub_mul, div_mul_cancel₀ _ hx]
    linear_combination response_divided_difference s x Y n i j
  rw [key, norm_div, norm_mul]
  gcongr
  exact norm_sub_le _ _

end SP2Response
```

```lean
#print axioms SP2Response.response_hasDerivAt
-- 'SP2Response.response_hasDerivAt' depends on axioms: [propext, Classical.choice, Quot.sound]
#print axioms SP2Response.response_degenerate
-- 'SP2Response.response_degenerate' depends on axioms: [propext, Classical.choice, Quot.sound]
#print axioms SP2Response.response_tendsto
-- 'SP2Response.response_tendsto' depends on axioms: [propext, Classical.choice, Quot.sound]
#print axioms SP2Response.response_error_le
-- 'SP2Response.response_error_le' depends on axioms: [propext, Classical.choice, Quot.sound]
```
